# Normal-ordered powers of \(a + b\) are Hermite polynomials

The binomial theorem fails for oscillator operators. If \(ab - ba = 1\), as for \(a\) and \(b = a^\dagger\), then \((a+b)^2 = b^2 + 2ba + a^2 + 1\), with a constant that the binomial formula does not contain. The power \((a+b)^n\) expands into \(2^n\) words, and moving every \(a\) to the right of every \(b\) leaves lower-order terms behind at each exchange. Collecting these terms word by word grows laborious as \(n\) increases, and omitting them is an error: on a vector annihilated by \(a\), the constant above acts as the identity while \(2ba + a^2\) gives zero. The bookkeeping is done for all \(n\) at once by the Hermite polynomials. Wick's theorem treats arbitrary products of operators of many modes, time-ordered products included; the result here concerns powers of the single combination \(a + b\) for one pair of operators.

## The claim

Let \(a, b\) be elements of a ring and write \([u, v] = uv - vu\). The normal-ordered power is the binomial sum with every \(b\) written to the left,
\[
N_n = \sum_{k=0}^{n} \binom{n}{k}\, b^k a^{\,n-k}.
\]
The probabilists' Hermite polynomials are fixed by \(\mathrm{He}_0 = 1\) and \(\mathrm{He}_{n+1}(X) = X\,\mathrm{He}_n(X) - \mathrm{He}_n'(X)\), which gives \(X\), \(X^2 - 1\), \(X^3 - 3X\), \(X^4 - 6X^2 + 3\) for \(n = 1, \dots, 4\). Their coefficients are integers, so they can be evaluated in any ring. The claim is
\[
[a, b] = 1 \quad\Longrightarrow\quad N_n = \mathrm{He}_n(a + b) \quad \text{for all } n \ge 0 .
\]
The cases \(n = 2\) and \(n = 4\), solved for the highest power, give \((a+b)^4 = N_4 + 6N_2 + 3\).

## Derivation by hand

*Step 1: a recursion for \(N_n\).* Insert Pascal's rule \(\binom{n+1}{k} = \binom{n}{k} + \binom{n}{k-1}\) into \(N_{n+1}\). In the first sum the term \(k = n+1\) vanishes, and in the second the term \(k = 0\) vanishes and \(k = j + 1\) is substituted:
\[
N_{n+1} = \sum_{k=0}^{n} \binom{n}{k} b^k a^{\,n-k}\, a + \sum_{j=0}^{n} \binom{n}{j}\, b\, b^{j} a^{\,n-j} = N_n a + b N_n .
\]
Only the fact that integers commute with \(b\) enters. No commutation relation between \(a\) and \(b\) is needed.

*Step 2: the commutator as a derivative.* Suppose \([a, x] = 1\). Then \([a, p(x)] = p'(x)\) for every polynomial \(p\) whose coefficients commute with everything. For a constant both sides vanish, and both sides are additive in \(p\). If the rule holds for \(q\), it holds for \(qX\), because
\[
[a, q(x)\,x] = [a, q(x)]\,x + q(x)\,[a, x] = q'(x)\,x + q(x) = (qX)'(x).
\]
Repeated multiplication by \(X\) reaches every monomial, and sums of monomials give every polynomial.

*Step 3: induction.* Put \(x = a + b\). Then \([a, x] = [a, a] + [a, b] = 1\), so Step 2 applies. For \(n = 0\) both sides equal \(1\). Assume \(N_n = H\) with \(H = \mathrm{He}_n(x)\). With \(b = x - a\),
\[
N_{n+1} = bH + Ha = xH - (aH - Ha) = x\,\mathrm{He}_n(x) - \mathrm{He}_n'(x) = \mathrm{He}_{n+1}(x).
\]

*The hypothesis is necessary.* Step 1 gives \(N_1 = b + a\) and \(N_2 = b(b+a) + (b+a)a\), hence \((a+b)^2 - 1 - N_2 = ab - ba - 1\) in any ring. If \(N_2 = \mathrm{He}_2(a+b)\), the left side is zero and \([a,b] = 1\). For a concrete failure, take \(a = b = 0\) in the integers: \(N_2 = 0\) and \(\mathrm{He}_2(0) = -1\).

*Lowering rule.* Assume \([a,b] = 1\) again. The Leibniz rule applied to Step 1 gives \([a, N_{m+1}] = [a,b]N_m + b\,[a, N_m] + [a, N_m]\,a\). For \(m = 0\) this is \([a, N_1] = 1 = N_0\). If \([a, N_{n+1}] = (n+1)N_n\), then
\[
[a, N_{n+2}] = N_{n+1} + (n+1)(bN_n + N_n a) = (n+2)\,N_{n+1}.
\]

*Action on a vacuum.* If \(av = 0\), then \(N_{n+1}v = bN_n v + N_n a v = bN_n v\), so \(N_n v = b^n v\) by induction. If also \([a,b] = 1\), Step 3 turns this into \(\mathrm{He}_n(a+b)\,v = b^n v\).

*General commutator.* Replacing \(a, b\) by \(sa, sb\) with a scalar \(s\) multiplies \(N_n\) by \(s^n\), since each pass through Step 1 brings one factor of \(s\). If \([a,b] = \sigma^2\) with \(\sigma \ne 0\), then \([a/\sigma, b/\sigma] = 1\), and Step 3 applied to the rescaled pair gives \(\sigma^{-n}N_n = \mathrm{He}_n\big((a+b)/\sigma\big)\), that is \(N_n = \sigma^n\,\mathrm{He}_n\big((a+b)/\sigma\big)\).

For a single oscillator mode, treated purely algebraically, the identity converts normal-ordered powers of the displacement into ordinary polynomials in it. Since each \(\mathrm{He}_n\) has degree \(n\) and leading coefficient \(1\), these relations can be solved for the ordinary powers, as was done above for the fourth power; that inverse direction, which is not formalised here, rewrites a polynomial anharmonic potential in normal-ordered form. The following readings go beyond the theorems below and are given without proof. For an oscillator of mass \(m\) and angular frequency \(\omega\), the position operator is \(\hat q = \sigma(a + a^\dagger)\) with \(\sigma^2 = \hbar/(2m\omega)\), the variance of \(\hat q\) in the ground state, and the pair \(\sigma a, \sigma a^\dagger\) has commutator \(\sigma^2\). The vacuum identity says that \((a^\dagger)^n|0\rangle\) has the wavefunction \(\mathrm{He}_n(q/\sigma)\) times the ground-state Gaussian. Complex matrices of size \(d \ge 1\) never satisfy \([a,b] = 1\), because a commutator has trace zero and the identity has trace \(d\); in an oscillator basis truncated to finitely many levels the matrix identity therefore fails already at \(n = 2\).

## Formal development

Operators are elements of an arbitrary ring `R`, associative with a unit and not assumed commutative. The ring carries no adjoint, inner product, norm or operator domain. In particular `b` is not required to be the adjoint of `a`, and questions about unbounded operators do not arise; the commutation relation is a hypothesis of each general theorem that uses it.

```lean
import Mathlib

open Polynomial

namespace NormalOrderingHermite

noncomputable section

variable {R : Type*} [Ring R]
```

The definition `normalPow a b n` is the sum \(N_n\). The index runs over `Finset.range (n + 1)`, that is \(k = 0, \dots, n\), and `(n.choose k : R)` is the binomial coefficient seen in `R`. The convention is that the first argument is the annihilation operator and stands on the right. Normal ordering as an operation on arbitrary words is not formalised: the explicit sum is taken as the meaning of the normal-ordered power.

```lean
/-- The normal-ordered `n`-th power of `a + b`: the binomial expansion with every creation
operator `b` placed to the left of every annihilation operator `a`. -/
def normalPow (a b : R) (n : ℕ) : R :=
  ∑ k ∈ Finset.range (n + 1), (n.choose k : R) * (b ^ k * a ^ (n - k))
```

For \(n = 0\) the sum has the single term \(1\).

```lean
/-- The normal-ordered zeroth power is the identity. -/
theorem normalPow_zero (a b : R) : normalPow a b 0 = 1 := by
  simp [normalPow]
```

`normalPow_succ` is Step 1, and it has no hypothesis on `a` and `b`. The statement `h` is the Pascal splitting, supplied by `Finset.sum_choose_succ_mul` for the summand `b ^ i * a ^ j`. In `h1` the exponent is rewritten as `(n - i) + 1`, which is legitimate because \(i \le n\) in the range of summation, and one factor `a` is pulled out on the right. In `h2` one factor `b` is pulled out on the left and moved past the binomial coefficient with `Nat.cast_commute`.

```lean
/-- One more factor in the normal-ordered power: `b` enters on the left and `a` on the right. -/
theorem normalPow_succ (a b : R) (n : ℕ) :
    normalPow a b (n + 1) = b * normalPow a b n + normalPow a b n * a := by
  -- Pascal's rule splits the sum in two
  have h : normalPow a b (n + 1) =
      (∑ i ∈ Finset.range (n + 1), (n.choose i : R) * (b ^ i * a ^ (n + 1 - i))) +
        ∑ i ∈ Finset.range (n + 1), (n.choose i : R) * (b ^ (i + 1) * a ^ (n - i)) :=
    Finset.sum_choose_succ_mul (fun i j => b ^ i * a ^ j) n
  have h1 : ∑ i ∈ Finset.range (n + 1), (n.choose i : R) * (b ^ i * a ^ (n + 1 - i)) =
      normalPow a b n * a := by
    unfold normalPow
    rw [Finset.sum_mul]
    refine Finset.sum_congr rfl fun i hi => ?_
    have e : n + 1 - i = (n - i) + 1 := by
      have := Finset.mem_range.mp hi
      omega
    rw [e, pow_succ]
    simp only [mul_assoc]
  have h2 : ∑ i ∈ Finset.range (n + 1), (n.choose i : R) * (b ^ (i + 1) * a ^ (n - i)) =
      b * normalPow a b n := by
    unfold normalPow
    rw [Finset.mul_sum]
    refine Finset.sum_congr rfl fun i _ => ?_
    rw [pow_succ', mul_assoc b]
    exact (Nat.cast_commute (n.choose i) b).left_comm _
  rw [h, h1, h2]
  exact add_comm _ _
```

Homogeneity needs scalars: `K` is a commutative ring and `Algebra K R` lets its elements act on `R` and pass through products. The proof is the induction described above. The recursion is applied to both sides, the scalars are moved out of the products, and `module` collects \(s \cdot s^n = s^{n+1}\).

```lean
/-- Rescaling both operators by a scalar `s` rescales the normal-ordered `n`-th power
by `s ^ n`. -/
theorem normalPow_smul {K : Type*} [CommRing K] [Algebra K R] (s : K) (a b : R) (n : ℕ) :
    normalPow (s • a) (s • b) n = s ^ n • normalPow a b n := by
  induction n with
  | zero => simp [normalPow_zero]
  | succ n ih =>
    rw [normalPow_succ (s • a), normalPow_succ a, ih]
    simp only [smul_mul_assoc, mul_smul_comm]
    module
```

`commutator_aeval` is Step 2. The polynomial `p : S[X]` has coefficients in a commutative ring `S`, `aeval x p` is \(p(x)\) in `R`, and `derivative p` is the formal derivative. The assumption `Algebra S R` is what makes the coefficients commute with every element of `R`. The local statement `step` is the passage from \(q\) to \(qX\): after `generalize` names \(q(x)\) as `Q`, the first line of the `calc` is the Leibniz identity, checked by `noncomm_ring`, and the second inserts \([a,x] = 1\). `Polynomial.induction_on` then asks for three cases, namely constants (settled by `Algebra.commutes`), sums, and the step from `C c * X ^ n` to the next power, which is `step`.

```lean
/-- If `[a, x] = 1`, the commutator of `a` with a polynomial in `x` is the derivative of the
polynomial evaluated at `x`. -/
theorem commutator_aeval {S : Type*} [CommRing S] [Algebra S R] {a x : R}
    (h : a * x - x * a = 1) (p : S[X]) :
    a * aeval x p - aeval x p * a = aeval x (derivative p) := by
  -- Leibniz rule for one more factor of `x`
  have step : ∀ q : S[X], a * aeval x q - aeval x q * a = aeval x (derivative q) →
      a * aeval x (q * X) - aeval x (q * X) * a = aeval x (derivative (q * X)) := by
    intro q hq
    rw [derivative_mul, derivative_X, mul_one]
    simp only [map_add, map_mul, aeval_X]
    rw [← hq]
    generalize aeval x q = Q
    calc a * (Q * x) - Q * x * a = (a * Q - Q * a) * x + Q * (a * x - x * a) := by
          noncomm_ring
      _ = (a * Q - Q * a) * x + Q := by rw [h, mul_one]
  refine Polynomial.induction_on p (fun c => ?_) (fun p q hp hq => ?_) (fun n c ih => ?_)
  · rw [aeval_C, derivative_C, map_zero, Algebra.commutes, sub_self]
  · simp only [map_add]
    rw [← hp, ← hq]
    noncomm_ring
  · have e : (C c * X ^ (n + 1) : S[X]) = C c * X ^ n * X := by ring
    rw [e]
    exact step _ ih
```

The main theorem reads: for `a` and `b` in any ring with `a * b - b * a = 1` and every natural number `n`, the normal-ordered power equals `aeval (a + b) (hermite n)`. Mathlib's `hermite n` is a polynomial with integer coefficients defined by the recursion stated in the claim, so the normalisation is the probabilists' one with leading coefficient \(1\), and the evaluation uses only that every ring admits multiplication by integers. The proof follows Step 3. The relation `hx` is \([a, a+b] = 1\). In the inductive step the left side is opened with `normalPow_succ` and the induction hypothesis, the right side with `hermite_succ`, and `commutator_aeval` is used from right to left to turn \(\mathrm{He}_n'(x)\) into a commutator. What remains is \(bH + Ha = (a+b)H - (aH - Ha)\), an identity in any ring.

```lean
/-- If `[a, b] = 1`, the normal-ordered `n`-th power of `a + b` is the probabilists' Hermite
polynomial `He_n` evaluated at `a + b`. -/
theorem normalPow_eq_hermite {a b : R} (h : a * b - b * a = 1) (n : ℕ) :
    normalPow a b n = aeval (a + b) (hermite n) := by
  have hx : a * (a + b) - (a + b) * a = 1 := by
    rw [← h]
    noncomm_ring
  induction n with
  | zero => simp [normalPow_zero, hermite_zero]
  | succ n ih =>
    -- `He_(n+1) = x He_n - He_n'`, and the derivative is the commutator with `a`
    rw [normalPow_succ, ih, hermite_succ, map_sub, map_mul, aeval_X,
      ← commutator_aeval hx (hermite n)]
    generalize aeval (a + b) (hermite n) = H
    noncomm_ring
```

The converse assumes only the case \(n = 2\). The statements `e1` and `e2` build \(N_2\) from the recursion, `eH` computes `hermite 2 = X * X - 1`, and the `calc` writes the commutator as \(\big((a+b)^2 - 1\big) - N_2 + 1\), where the first two terms cancel by hypothesis. Together with the main theorem this shows that the identity for \(n = 2\) implies the identity for every \(n\).

```lean
/-- Conversely, if the normal-ordered square of `a + b` equals `He_2(a + b)`, then
`[a, b] = 1`. -/
theorem commutator_of_normalPow_two {a b : R}
    (h : normalPow a b 2 = aeval (a + b) (hermite 2)) : a * b - b * a = 1 := by
  have e1 : normalPow a b 1 = b * normalPow a b 0 + normalPow a b 0 * a :=
    normalPow_succ a b 0
  have e2 : normalPow a b 2 = b * normalPow a b 1 + normalPow a b 1 * a :=
    normalPow_succ a b 1
  have eH : hermite 2 = X * X - 1 := by
    have e : hermite 2 = X * hermite 1 - derivative (hermite 1) := hermite_succ 1
    rw [e, hermite_one, derivative_X]
  rw [e2, e1, normalPow_zero, eH] at h
  simp only [map_sub, map_mul, aeval_X, map_one, mul_one, one_mul] at h
  calc a * b - b * a = ((a + b) * (a + b) - 1) - (b * (b + a) + (b + a) * a) + 1 := by
        noncomm_ring
    _ = 1 := by rw [h, sub_self, zero_add]
```

In the lowering rule, `(n + 1) • normalPow a b n` is multiplication by a natural number, meaning repeated addition in `R`. The proof makes no use of Hermite polynomials. The local statement `key` is the Leibniz expansion of \([a, N_{m+1}]\), with the commutation relation entering only in the term `(a * b - b * a) * P`. The inductive step pulls the factor \(n+1\) out of both products and recombines them by reading `normalPow_succ` backwards.

```lean
/-- If `[a, b] = 1`, the commutator of `a` with the normal-ordered power of order `n + 1` is
`n + 1` times the normal-ordered power of order `n`. -/
theorem commutator_normalPow {a b : R} (h : a * b - b * a = 1) (n : ℕ) :
    a * normalPow a b (n + 1) - normalPow a b (n + 1) * a = (n + 1) • normalPow a b n := by
  -- Leibniz rule applied to the recursion
  have key : ∀ m : ℕ, a * normalPow a b (m + 1) - normalPow a b (m + 1) * a =
      normalPow a b m + (b * (a * normalPow a b m - normalPow a b m * a) +
        (a * normalPow a b m - normalPow a b m * a) * a) := by
    intro m
    rw [normalPow_succ a b m]
    generalize normalPow a b m = P
    calc a * (b * P + P * a) - (b * P + P * a) * a
        = (a * b - b * a) * P + (b * (a * P - P * a) + (a * P - P * a) * a) := by
          noncomm_ring
      _ = P + (b * (a * P - P * a) + (a * P - P * a) * a) := by rw [h, one_mul]
  induction n with
  | zero =>
    rw [key 0, normalPow_zero]
    simp
  | succ n ih =>
    rw [key (n + 1), ih, mul_smul_comm, smul_mul_assoc, ← smul_add, ← normalPow_succ,
      add_smul (n + 1) 1, one_smul]
    exact add_comm _ _
```

States are elements of a module `M` over `R`, so `a • v` is the operator `a` applied to `v`, and `mul_smul` expresses that a product acts factor by factor. The hypothesis `hv` makes `v` a vacuum in the algebraic sense; it is not required to be nonzero, normalised or unique, and the factor \(1/\sqrt{n!}\) of normalised number states does not appear. The hypothesis cannot be dropped, since for \(n = 1\) the conclusion reads \((a+b)v = bv\), which is \(av = 0\) itself. The proof replaces the Hermite polynomial by `normalPow` and runs the induction given above, where `hv` removes the term \(N_n a v\).

```lean
/-- If `[a, b] = 1` and the vector `v` is annihilated by `a`, then `He_n(a + b)` acts on `v`
as `b ^ n`. -/
theorem hermite_smul_vacuum {M : Type*} [AddCommGroup M] [Module R M] {a b : R}
    (h : a * b - b * a = 1) {v : M} (hv : a • v = 0) (n : ℕ) :
    aeval (a + b) (hermite n) • v = b ^ n • v := by
  rw [← normalPow_eq_hermite h n]
  induction n with
  | zero => simp [normalPow_zero]
  | succ n ih =>
    rw [normalPow_succ, add_smul, mul_smul, mul_smul, ih, hv, smul_zero, add_zero,
      pow_succ', mul_smul]
```

For the general commutator the scalars form a field `K`, and the hypothesis is `a * b - b * a = σ ^ 2 • (1 : R)`. The commutator must be the square of an element of `K`, and the theorem holds for either choice of root. The statement `h'` is \([a/\sigma, b/\sigma] = 1\); the closing chain applies the main theorem to the rescaled pair, extracts \(\sigma^{-n}\) with `normalPow_smul`, and cancels it against \(\sigma^n\). The condition `hσ` is needed: Lean sets \(0^{-1} = 0\), so at \(\sigma = 0\) the formula still parses, but for \(a = 1\), \(b = 0\), \(n = 1\) in a field its left side is \(1\) and its right side is \(0\).

```lean
/-- If `[a, b] = σ ^ 2` for a nonzero scalar `σ`, the normal-ordered `n`-th power of `a + b`
is `σ ^ n He_n((a + b) / σ)`. -/
theorem normalPow_eq_scaled_hermite {K : Type*} [Field K] [Algebra K R] {σ : K} (hσ : σ ≠ 0)
    {a b : R} (h : a * b - b * a = σ ^ 2 • (1 : R)) (n : ℕ) :
    normalPow a b n = σ ^ n • aeval (σ⁻¹ • (a + b)) (hermite n) := by
  -- the rescaled operators have unit commutator
  have h' : (σ⁻¹ • a) * (σ⁻¹ • b) - (σ⁻¹ • b) * (σ⁻¹ • a) = 1 := by
    have e : σ⁻¹ * σ⁻¹ * σ ^ 2 = 1 := by field_simp
    calc (σ⁻¹ • a) * (σ⁻¹ • b) - (σ⁻¹ • b) * (σ⁻¹ • a)
        = (σ⁻¹ * σ⁻¹) • (a * b - b * a) := by
          simp only [smul_mul_assoc, mul_smul_comm]
          module
      _ = 1 := by rw [h, smul_smul, e, one_smul]
  rw [smul_add σ⁻¹ a b, ← normalPow_eq_hermite h' n, normalPow_smul, smul_smul, ← mul_pow,
    mul_inv_cancel₀ hσ, one_pow, one_smul]
```

The relation \(ab - ba = 1\) holds trivially in the zero ring, so an example with content is worth recording. On the space \(\mathbb{C}[z]\) of complex polynomials, whose linear maps form the ring `Module.End ℂ ℂ[X]` under composition, the annihilation operator is \(d/dz\).

```lean
/-- The annihilation operator `d/dz` on complex polynomials in `z`. -/
def polyLower : Module.End ℂ ℂ[X] := derivative
```

The creation operator is multiplication by \(z\), written `X` in Lean.

```lean
/-- The creation operator, multiplication by `z`, on complex polynomials in `z`. -/
def polyRaise : Module.End ℂ ℂ[X] := LinearMap.mulLeft ℂ (X : ℂ[X])
```

The last theorem states three things: the commutator of the two operators is the identity map, \(d/dz\) annihilates the constant polynomial \(1\), and that polynomial is nonzero. The first part is the product rule \((zp)' - zp' = p\), checked on an arbitrary `p`. These are the hypotheses of `normalPow_eq_hermite` and `hermite_smul_vacuum` in a concrete space with a nonzero vacuum. The resulting special case \(\mathrm{He}_n(z + d/dz)\,1 = z^n\) is not written out as a theorem of its own; for \(n = 2\) it can be checked directly, since \((z + d/dz)1 = z\), \((z + d/dz)z = z^2 + 1\), and subtracting \(1\) leaves \(z^2\).

```lean
/-- On complex polynomials, `d/dz` and multiplication by `z` have unit commutator, and the
nonzero constant polynomial `1` is annihilated by `d/dz`. -/
theorem canonical_commutation_witness :
    polyLower * polyRaise - polyRaise * polyLower = 1 ∧
      polyLower (1 : ℂ[X]) = 0 ∧ (1 : ℂ[X]) ≠ 0 := by
  refine ⟨?_, ?_, one_ne_zero⟩
  · apply LinearMap.ext
    intro p
    change derivative (X * p) - X * derivative p = p
    rw [derivative_mul, derivative_X]
    ring
  · change derivative (1 : ℂ[X]) = 0
    exact derivative_one

end

end NormalOrderingHermite
```

```lean
#print axioms NormalOrderingHermite.normalPow_eq_hermite
-- 'NormalOrderingHermite.normalPow_eq_hermite' depends on axioms: [propext, Classical.choice, Quot.sound]
#print axioms NormalOrderingHermite.commutator_normalPow
-- 'NormalOrderingHermite.commutator_normalPow' depends on axioms: [propext, Classical.choice, Quot.sound]
#print axioms NormalOrderingHermite.hermite_smul_vacuum
-- 'NormalOrderingHermite.hermite_smul_vacuum' depends on axioms: [propext, Classical.choice, Quot.sound]
#print axioms NormalOrderingHermite.normalPow_eq_scaled_hermite
-- 'NormalOrderingHermite.normalPow_eq_scaled_hermite' depends on axioms: [propext, Classical.choice, Quot.sound]
```
